# Two real Γ-point bands from one discrete Fourier transform

Let $f$ and $g$ be real functions on a periodic grid of $N\ge 1$ points, with transforms
$$\hat f(G)=\sum_x e^{-2\pi i xG/N}f(x)$$
and likewise $\hat g$. If $Z$ is the transform of $f+ig$, then
$$\hat f(G)=\frac{Z(G)+\overline{Z(-G)}}{2},\qquad \hat g(G)=\frac{Z(G)-\overline{Z(-G)}}{2i}.$$

In a spinless system with time-reversal symmetry, the orbitals at $\Gamma$ can be chosen real, so a plane-wave calculation can transform two of them together. The model here is a one-dimensional grid with all $N$ wavevectors kept and no cutoff.

## Derivation

For any complex array $\psi$ with transform $\hat\psi$, conjugation reverses the phase of each plane wave:
$$\sum_x e^{-2\pi i xG/N}\,\overline{\psi(x)}=\overline{\sum_x e^{2\pi i xG/N}\psi(x)}=\overline{\hat\psi(-G)}.$$

Since $\operatorname{Re}\psi=(\psi+\bar\psi)/2$ and $\operatorname{Im}\psi=(\psi-\bar\psi)/(2i)$, linearity gives their transforms as
$$\frac{\hat\psi(G)+\overline{\hat\psi(-G)}}{2}\quad\text{and}\quad\frac{\hat\psi(G)-\overline{\hat\psi(-G)}}{2i}.$$
For $\psi=f+ig$ with $f,g$ real, these parts are $f$ and $g$, which proves the claim.

A common error is to write $\overline{Z(G)}$ for $\overline{Z(-G)}$. The first rule then returns $\operatorname{Re}Z(G)$, which is always real, whereas $\hat f(G)$ is generally complex. A test with $N\le 2$ misses the error, because there $-G=G$.

Reality matters too. Take $N=1$, $f=0$ and $g=i$. Then $f+ig=-1$, so $Z=-1$, and the first rule returns $-1$ instead of $\hat f=0$.

## Arrays and unpacking rules

The grid is `ZMod N`, the integers modulo $N$, so $-G$ is taken modulo $N$.

In Lean 4 with Mathlib:

```lean
import Mathlib

open scoped ComplexConjugate

namespace GammaPointPacking

noncomputable section

variable {N : ℕ}
```

A real band has type `ZMod N → ℝ`; `band` regards it as a complex array, the type on which the transform acts.

```lean
/-- A real band on the periodic grid, regarded as a complex array. -/
def band (f : ZMod N → ℝ) : ZMod N → ℂ := fun x => (f x : ℂ)
```

Packing is defined for complex arrays, so that reality can later be tested as a condition.

```lean
/-- Two arrays packed into the single complex array `f + i g`. -/
def pack (f g : ZMod N → ℂ) : ZMod N → ℂ := fun x => f x + Complex.I * g x
```

The two rules are likewise defined for an arbitrary spectrum `Z`.

```lean
/-- The first unpacking rule in reciprocal space, `(Z(G) + conj Z(-G)) / 2`. -/
def unpackFirst (Z : ZMod N → ℂ) : ZMod N → ℂ :=
  fun G => (Z G + conj (Z (-G))) / 2

/-- The second unpacking rule in reciprocal space, `(Z(G) - conj Z(-G)) / (2i)`. -/
def unpackSecond (Z : ZMod N → ℂ) : ZMod N → ℂ :=
  fun G => (Z G - conj (Z (-G))) / (2 * Complex.I)
```

## Conjugation and the two parts of an array

`NeZero N` makes the grid finite and nonempty. `ZMod.dft` is the unnormalised sum above; its inverse carries the factor $1/N$. The proof compares the two sums term by term, and `AddChar.map_neg_eq_conj` supplies the reversed phase.

```lean
variable [NeZero N]

/-- Complex conjugation on the grid acts in reciprocal space as conjugation
together with the reversal `G → -G`. -/
theorem dft_conj (ψ : ZMod N → ℂ) (G : ZMod N) :
    ZMod.dft (fun x => conj (ψ x)) G = conj (ZMod.dft ψ (-G)) := by
  rw [ZMod.dft_apply, ZMod.dft_apply, map_sum]
  refine Finset.sum_congr rfl fun x _ => ?_
  -- conjugating a plane wave reverses its phase
  rw [smul_eq_mul, smul_eq_mul, map_mul, ← AddChar.map_neg_eq_conj,
    show -(-(x * -G)) = -(x * G) by ring]
```

The next theorem holds for every complex `ψ`. Its auxiliary statement `h` is the formula for $\operatorname{Re}\psi$; `map_smul` and `map_add` then carry the transform through it, and `dft_conj` rewrites the conjugated term.

```lean
/-- The first unpacking rule, applied to the transform of any complex array,
gives the transform of its real part. -/
theorem unpackFirst_dft (ψ : ZMod N → ℂ) :
    unpackFirst (ZMod.dft ψ) = ZMod.dft (band fun x => (ψ x).re) := by
  -- the real part is half the sum of the array and its conjugate
  have h : (band fun x => (ψ x).re) = (1 / 2 : ℂ) • (ψ + fun x => conj (ψ x)) := by
    funext x
    simp only [band, Pi.smul_apply, Pi.add_apply, smul_eq_mul, Complex.re_eq_add_conj]
    ring
  funext G
  rw [h, map_smul, map_add]
  simp only [Pi.smul_apply, Pi.add_apply, dft_conj, smul_eq_mul, unpackFirst]
  ring
```

The imaginary part follows the same route, with a difference and the factor $1/(2i)$.

```lean
/-- The second unpacking rule, applied to the transform of any complex array,
gives the transform of its imaginary part. -/
theorem unpackSecond_dft (ψ : ZMod N → ℂ) :
    unpackSecond (ZMod.dft ψ) = ZMod.dft (band fun x => (ψ x).im) := by
  have h : (band fun x => (ψ x).im) =
      (1 / (2 * Complex.I) : ℂ) • (ψ - fun x => conj (ψ x)) := by
    funext x
    simp only [band, Pi.smul_apply, Pi.sub_apply, smul_eq_mul, Complex.im_eq_sub_conj]
    ring
  funext G
  rw [h, map_smul, map_sub]
  simp only [Pi.smul_apply, Pi.sub_apply, dft_conj, smul_eq_mul, unpackSecond]
  ring
```

## Recovering both bands

Here `f` and `g` are real by type. After the two preceding theorems are applied, it remains to check at each grid point that the real and imaginary parts of the packed array are `f` and `g`.

```lean
/-- The Gamma-point packing trick: for real bands `f` and `g`, the single transform `Z`
of `f + i g` gives the transform of `f` as `(Z(G) + conj Z(-G)) / 2` and that of `g`
as `(Z(G) - conj Z(-G)) / (2i)`. -/
theorem gamma_point_packing (f g : ZMod N → ℝ) :
    unpackFirst (ZMod.dft (pack (band f) (band g))) = ZMod.dft (band f) ∧
    unpackSecond (ZMod.dft (pack (band f) (band g))) = ZMod.dft (band g) := by
  rw [unpackFirst_dft, unpackSecond_dft]
  constructor
  · congr 1
    funext x
    simp [pack, band]
  · congr 1
    funext x
    simp [pack, band]
```

For complex $f$ and $g$, the first rule returns the transform of
$$\operatorname{Re}(f+ig)=\operatorname{Re}f-\operatorname{Im}g.$$
The transform is injective, so this spectrum equals $\hat f$ exactly when $\operatorname{Re}f-\operatorname{Im}g=f$ at every point. The imaginary part of this equation gives $\operatorname{Im}f=0$, and the real part gives $\operatorname{Im}g=0$. The proof extracts these as `h2` and `h1`.

```lean
/-- For complex arrays `f` and `g`, the first unpacking rule applied to the transform of
`f + i g` returns the transform of `f` exactly when `f` and `g` are both real. -/
theorem unpackFirst_pack_iff (f g : ZMod N → ℂ) :
    unpackFirst (ZMod.dft (pack f g)) = ZMod.dft f ↔
      ∀ x, (f x).im = 0 ∧ (g x).im = 0 := by
  -- the transform is injective, so the comparison can be made on the grid
  rw [unpackFirst_dft, ZMod.dft.injective.eq_iff, funext_iff]
  refine forall_congr' fun x => ?_
  constructor
  · intro h
    have h1 := congrArg Complex.re h
    have h2 := congrArg Complex.im h
    simp [pack, band] at h1 h2
    exact ⟨by linarith, by linarith⟩
  · rintro ⟨h1, h2⟩
    apply Complex.ext <;> simp [pack, band, h1, h2]
```

With $g=0$, rearranging the first rule turns this into the familiar criterion that $f$ is real if and only if $\hat f(-G)=\overline{\hat f(G)}$ for all $G$.

## A local potential acting on two bands

In the other direction, linearity gives $\hat f+i\hat g$ as the transform of $f+ig$, so one inverse transform puts both bands on the grid. This identity holds for complex $f$ and $g$ too, but only for real ones are the two bands the real and imaginary parts of the packed array.

```lean
/-- One inverse transform of the combined spectrum of `f` plus `i` times that of `g`
gives the packed array `f + i g` on the grid. -/
theorem inverse_dft_pack (f g : ZMod N → ℂ) :
    ZMod.dft.symm (ZMod.dft f + Complex.I • ZMod.dft g) = pack f g := by
  rw [← map_smul, ← map_add, LinearEquiv.symm_apply_apply]
  funext x
  simp [pack]
```

Now let $V$ be a real local potential. On the grid,
$$V(f+ig)=Vf+i\,Vg,$$
and both products are real, so the unpacking rules return their spectra. In the theorem, `hZ` only names the result of the procedure: combine the known spectra, transform to the grid, multiply by `V` and transform back. The proof replaces the inverse transform by the packed array, uses the displayed identity as `h`, and applies `gamma_point_packing` to the two products.

```lean
/-- For real `V`, `f` and `g`, let `Z` be the result of adding `i` times the spectrum of `g` to that
of `f`, going to the grid, multiplying by `V` and transforming back. The two unpacking rules applied
to `Z` then give the spectra of `V f` and `V g`. -/
theorem local_potential_on_two_bands (V f g : ZMod N → ℝ) (Z : ZMod N → ℂ)
    (hZ : Z = ZMod.dft (fun x => (V x : ℂ) *
      ZMod.dft.symm (ZMod.dft (band f) + Complex.I • ZMod.dft (band g)) x)) :
    unpackFirst Z = ZMod.dft (band fun x => V x * f x) ∧
    unpackSecond Z = ZMod.dft (band fun x => V x * g x) := by
  -- a real potential does not mix the two packed bands
  have h : (fun x => (V x : ℂ) * pack (band f) (band g) x) =
      pack (band fun x => V x * f x) (band fun x => V x * g x) := by
    funext x
    simp only [pack, band, Complex.ofReal_mul]
    ring
  rw [hZ, inverse_dft_pack, h]
  exact gamma_point_packing _ _

end

end GammaPointPacking
```

Once $\hat f$ and $\hat g$ are known, the procedure uses one inverse and one forward transform for the two bands together; treating them separately in the same way would use two of each. Nonlocal potentials are not treated.

```lean
#print axioms GammaPointPacking.unpackFirst_pack_iff
#print axioms GammaPointPacking.local_potential_on_two_bands
```

```
'GammaPointPacking.unpackFirst_pack_iff' depends on axioms: [propext, Classical.choice, Quot.sound]
'GammaPointPacking.local_potential_on_two_bands' depends on axioms: [propext, Classical.choice, Quot.sound]
```
